# The non-interacting particle-hole bubble of two levels at a bosonic frequency: $(f_1-f_2)/(e_1-e_2+iw)$, and $f'(e)$ for equal levels at $w=0$

**Q.** Let me start with two levels at zero frequency. I set $\hbar=k_B=1$, inverse temperature $\beta=1$, chemical potential $\mu=0$, and energies $e_1=\ln 3$, $e_2=0$. The Fermi function $f(e)=1/(e^{\beta(e-\mu)}+1)$ gives $f_1=\tfrac14$ and $f_2=\tfrac12$. The integral over imaginary time $\tau$ is

$$-f_1(1-f_2)\int_0^1 e^{(e_1-e_2)\tau}\,d\tau=-\frac18\int_0^1 3^\tau\,d\tau=-\frac18\cdot\frac{3-1}{\ln 3}=-\frac{1}{4\ln 3}\approx-0.228.$$

The textbook expression $(f_1-f_2)/(e_1-e_2)$ gives the same number. Why does a product of occupations turn into a difference?

**A.** Look at the factor 3 that the exponential has gained at $\tau=\beta$. It turns $f_1(1-f_2)=\tfrac18$ into $(1-f_1)f_2=\tfrac38$, the weight of the reverse transition. The endpoint difference is therefore $\tfrac18-\tfrac38=f_1-f_2$.

At a bosonic frequency $w=2\pi k/\beta$, with $k$ an integer, the extra phase $e^{iw\tau}$ is back at 1 when $\tau=\beta$. The numerator stays the same and only the denominator changes. For $k=1$ the result is $-\tfrac14/(\ln 3+2\pi i)\approx-0.0068+0.0386\,i$.

**Q.** Does the formal version start from physics, or is that integral simply its definition?

**A.** It starts from propagators. Energies, $\beta$ and $\mu$ are real numbers, and the frequency index is an integer.

```lean
import Mathlib

namespace MatsubaraBubble

noncomputable section

/-- The Fermi function at inverse temperature `β` and chemical potential `μ`. -/
def fermi (β μ e : ℝ) : ℝ := 1 / (Real.exp (β * (e - μ)) + 1)

/-- The bosonic Matsubara frequency `2πk/β`, for `β ≠ 0`. -/
def matsubara (β : ℝ) (k : ℤ) : ℝ := 2 * Real.pi * k / β
```

The propagator convention is $G(\tau)=-\langle T\,c(\tau)c^\dagger(0)\rangle$. For an independent level and $0<\tau<\beta$, it gives $G(\tau)=-(1-f)e^{-(e-\mu)\tau}$ and $G(-\tau)=f\,e^{(e-\mu)\tau}$. These are the next two definitions.

```lean
/-- The propagator `G(τ)` of a level `e` at imaginary time `0 < τ < β`. -/
def forwardG (β μ e τ : ℝ) : ℝ :=
  -(1 - fermi β μ e) * Real.exp (-(e - μ) * τ)

/-- The propagator `G(-τ)` of a level `e`, for `0 < τ < β`. -/
def backwardG (β μ e τ : ℝ) : ℝ :=
  fermi β μ e * Real.exp ((e - μ) * τ)
```

The bubble is $G_1(-\tau)G_2(\tau)$, and `polarization` is its complex-valued transform over one imaginary-time interval.

```lean
/-- The particle-hole bubble: level `e₁` propagates backward and level `e₂` forward
in imaginary time. -/
def bubble (β μ e₁ e₂ τ : ℝ) : ℝ := backwardG β μ e₁ τ * forwardG β μ e₂ τ

/-- The bubble transformed to the `k`-th bosonic Matsubara frequency, for `β > 0`. -/
def polarization (β μ e₁ e₂ : ℝ) (k : ℤ) : ℂ :=
  ∫ τ in (0 : ℝ)..β,
    (bubble β μ e₁ e₂ τ : ℂ) * Complex.exp (Complex.I * (matsubara β k : ℂ) * (τ : ℂ))
```

**Q.** So the thermal average itself is assumed?

**A.** Yes. The two propagator formulas stand for non-interacting fermions in a grand canonical ensemble; they are not derived from a Hamiltonian and a trace. They hold on the open interval, and the two endpoints do not affect the integral.

**Q.** Then show me the factor 3 in general.

**A.** First, $1-f=e^{\beta(e-\mu)}/(e^{\beta(e-\mu)}+1)$, which is $f\,e^{\beta(e-\mu)}$.

```lean
/-- The occupation times the inverse Boltzmann factor is the hole occupation. -/
theorem fermi_mul_exp (β μ e : ℝ) :
    fermi β μ e * Real.exp (β * (e - μ)) = 1 - fermi β μ e := by
  have hne : Real.exp (β * (e - μ)) + 1 ≠ 0 := by positivity
  have h := one_div_mul_cancel hne
  unfold fermi
  linear_combination h
```

Use this for level 2, combine the exponentials, then use it for level 1:

$$f_1(1-f_2)e^{\beta(e_1-e_2)}=f_1f_2\,e^{\beta(e_2-\mu)}e^{\beta(e_1-e_2)}=f_2\,f_1e^{\beta(e_1-\mu)}=(1-f_1)f_2.$$

In the proof, `h₂`, `hE` and `h₁` are these three moves, and `linear_combination` adds them with the right prefactors.

```lean
/-- Detailed balance between the two directions of a transition between two levels. -/
theorem detailed_balance (β μ e₁ e₂ : ℝ) :
    fermi β μ e₁ * (1 - fermi β μ e₂) * Real.exp ((e₁ - e₂) * β)
      = (1 - fermi β μ e₁) * fermi β μ e₂ := by
  have h₁ := fermi_mul_exp β μ e₁
  have h₂ := fermi_mul_exp β μ e₂
  have hE : Real.exp ((e₁ - e₂) * β) * Real.exp (β * (e₂ - μ))
      = Real.exp (β * (e₁ - μ)) := by
    rw [← Real.exp_add]
    congr 1
    ring
  linear_combination (-fermi β μ e₁ * Real.exp ((e₁ - e₂) * β)) * h₂
    + fermi β μ e₁ * fermi β μ e₂ * hE + fermi β μ e₂ * h₁
```

**Q.** My integral contained no $\mu$ in the exponent, but the propagators do.

**A.** It cancels: $e^{(e_1-\mu)\tau}e^{-(e_2-\mu)\tau}=e^{(e_1-e_2)\tau}$. What remains of $\mu$ sits in the occupations. The next theorem compares the integrands at each $\tau$ and arrives at

$$P=-\int_0^\beta f_1(1-f_2)\,e^{(e_1-e_2+iw)\tau}\,d\tau,$$

where $P$ is the polarization.

```lean
/-- The polarization as minus the integral of one exponential, weighted by the occupation of the
first level and the hole occupation of the second. -/
theorem polarization_eq_integral (β μ e₁ e₂ : ℝ) (k : ℤ) :
    polarization β μ e₁ e₂ k =
      -∫ τ in (0 : ℝ)..β, (fermi β μ e₁ : ℂ) * (1 - (fermi β μ e₂ : ℂ)) *
        Complex.exp (((e₁ : ℂ) - e₂ + Complex.I * (matsubara β k : ℂ)) * (τ : ℂ)) := by
  unfold polarization
  rw [← intervalIntegral.integral_neg]
  refine intervalIntegral.integral_congr fun τ _ => ?_
  -- the chemical potential cancels between the two propagators
  have h : Complex.exp (((e₁ : ℂ) - e₂ + Complex.I * (matsubara β k : ℂ)) * (τ : ℂ))
      = Complex.exp (((e₁ : ℂ) - μ) * τ) * Complex.exp (-((e₂ : ℂ) - μ) * τ)
        * Complex.exp (Complex.I * (matsubara β k : ℂ) * (τ : ℂ)) := by
    rw [← Complex.exp_add, ← Complex.exp_add]
    congr 1
    ring

  rw [h]
  unfold bubble backwardG forwardG
  push_cast
  ring
```

**Q.** And the integration?

**A.** Write $z=e_1-e_2+iw$ and suppose $z\neq0$. Since $w\beta=2\pi k$, we have $e^{iw\beta}=1$ and $e^{z\beta}=e^{\beta(e_1-e_2)}$. Hence

$$P=-f_1(1-f_2)\,\frac{e^{z\beta}-1}{z}=\frac{f_1(1-f_2)-(1-f_1)f_2}{z}=\frac{f_1-f_2}{z}.$$

```lean
/-- Over the imaginary-time interval `β` a bosonic frequency accumulates the
phase `2πk`. -/
theorem matsubara_mul {β : ℝ} (hβ : 0 < β) (k : ℤ) :
    matsubara β k * β = 2 * Real.pi * k := by
  unfold matsubara
  exact div_mul_cancel₀ _ hβ.ne'
```

In the main proof, `hphase` is the trivial phase, `hend` the value of the exponential at $\beta$, and `hdb` detailed balance carried over to complex numbers. The antiderivative comes from `integral_exp_mul_complex`, which needs $z\neq0$.

```lean
/-- The polarization of two levels is their occupation difference divided by
`e₁ - e₂ + iw`, whenever this denominator is nonzero. -/
theorem polarization_eq {β μ e₁ e₂ : ℝ} {k : ℤ} (hβ : 0 < β)
    (h : (e₁ : ℂ) - e₂ + Complex.I * (matsubara β k : ℂ) ≠ 0) :
    polarization β μ e₁ e₂ k =
      ((fermi β μ e₁ : ℂ) - (fermi β μ e₂ : ℂ)) /
        ((e₁ : ℂ) - e₂ + Complex.I * (matsubara β k : ℂ)) := by
  -- the bosonic phase is trivial at the upper endpoint
  have hphase : Complex.exp (Complex.I * (matsubara β k : ℂ) * (β : ℂ)) = 1 := by
    have hc : (matsubara β k : ℂ) * (β : ℂ) = 2 * (Real.pi : ℂ) * (k : ℂ) := by
      exact_mod_cast matsubara_mul hβ k
    have harg : Complex.I * (matsubara β k : ℂ) * (β : ℂ)
        = (k : ℂ) * (2 * (Real.pi : ℂ) * Complex.I) := by
      linear_combination Complex.I * hc
    rw [harg]
    exact Complex.exp_int_mul_two_pi_mul_I k
  have hend : Complex.exp (((e₁ : ℂ) - e₂ + Complex.I * (matsubara β k : ℂ)) * (β : ℂ))
      = ((Real.exp ((e₁ - e₂) * β) : ℝ) : ℂ) := by
    rw [add_mul, Complex.exp_add, hphase, mul_one]
    push_cast
    rfl
  have hdb : (fermi β μ e₁ : ℂ) * (1 - (fermi β μ e₂ : ℂ))
      * ((Real.exp ((e₁ - e₂) * β) : ℝ) : ℂ)
      = (1 - (fermi β μ e₁ : ℂ)) * (fermi β μ e₂ : ℂ) := by
    exact_mod_cast detailed_balance β μ e₁ e₂
  rw [polarization_eq_integral, intervalIntegral.integral_const_mul,
    integral_exp_mul_complex h, hend]
  simp only [Complex.ofReal_zero, mul_zero, Complex.exp_zero]
  -- detailed balance turns the endpoint difference into the occupation difference
  rw [← mul_div_assoc, ← neg_div]
  congr 1
  linear_combination -hdb
```

**Q.** That hypothesis worries me. Could it exclude the case I care about in a metal?

**A.** It excludes exactly one case, and that one is treated separately. The real part of $z$ is $e_1-e_2$ and the imaginary part is $w$. Both must vanish, and for $\beta>0$ the second condition means $k=0$.

```lean
/-- The denominator vanishes exactly for equal levels at zero frequency. -/
theorem denominator_eq_zero_iff {β : ℝ} (hβ : 0 < β) (e₁ e₂ : ℝ) (k : ℤ) :
    (e₁ : ℂ) - e₂ + Complex.I * (matsubara β k : ℂ) = 0 ↔ e₁ = e₂ ∧ k = 0 := by
  constructor
  · intro h
    have hr : e₁ - e₂ = 0 := by simpa using congrArg Complex.re h
    have hi : matsubara β k = 0 := by simpa using congrArg Complex.im h
    have hk := matsubara_mul hβ k
    rw [hi, zero_mul] at hk
    exact ⟨by linarith, by simpa [Real.pi_ne_zero] using hk.symm⟩
  · rintro ⟨rfl, rfl⟩
    simp [matsubara]
```

For equal levels and $k\neq0$ the formula applies, and its numerator is zero. Physically, the occupation of a single non-interacting level is conserved, so it has no response at nonzero frequency.

```lean
/-- For equal levels the polarization vanishes at every nonzero bosonic frequency. -/
theorem polarization_self_of_ne_zero {β : ℝ} (hβ : 0 < β) (μ e : ℝ) {k : ℤ}
    (hk : k ≠ 0) : polarization β μ e e k = 0 := by
  have h : (e : ℂ) - e + Complex.I * (matsubara β k : ℂ) ≠ 0 :=
    fun h0 => hk ((denominator_eq_zero_iff hβ e e k).mp h0).2
  rw [polarization_eq hβ h, sub_self (fermi β μ e : ℂ), zero_div]
```

**Q.** And equal levels at $k=0$?

**A.** The integrand is then the constant $-f(1-f)$, so the integral is $-\beta f(1-f)$. Differentiating the Fermi function gives

$$f'(e)=-\frac{\beta e^{\beta(e-\mu)}}{(e^{\beta(e-\mu)}+1)^2}=-\beta f(1-f).$$

`hasDerivAt_fermi` establishes this derivative with the quotient rule, and `polarization_self_zero` identifies it with the integral. At $\beta=1$ and $e=\mu$ both equal $-\tfrac14$. The separate theorem matters because Lean sets division by zero to zero, so the quotient would give the wrong value here.

```lean
/-- The energy derivative of the Fermi function is `-β f (1 - f)`. -/
theorem hasDerivAt_fermi (β μ e : ℝ) :
    HasDerivAt (fermi β μ) (-(β * fermi β μ e * (1 - fermi β μ e))) e := by
  have hne : Real.exp (β * (e - μ)) + 1 ≠ 0 := by positivity
  have h₀ : HasDerivAt (fun x : ℝ => β * (x - μ)) β e := by
    simpa using ((hasDerivAt_id' e).sub_const μ).const_mul β
  have h₁ := (hasDerivAt_const e (1 : ℝ)).fun_div (h₀.exp.add_const 1) hne
  have hf : fermi β μ e * (Real.exp (β * (e - μ)) + 1) = 1 := by
    linear_combination fermi_mul_exp β μ e
  refine h₁.congr_deriv ?_
  rw [div_eq_iff (pow_ne_zero 2 hne)]
  linear_combination β * (Real.exp (β * (e - μ))
    - fermi β μ e * (Real.exp (β * (e - μ)) + 1)) * hf

/-- For equal levels at zero frequency the polarization is the energy derivative of the
Fermi function. -/
theorem polarization_self_zero (β μ e : ℝ) :
    polarization β μ e e 0 = ((deriv (fermi β μ) e : ℝ) : ℂ) := by
  have h₀ : (e : ℂ) - e + Complex.I * (matsubara β 0 : ℂ) = 0 := by simp [matsubara]
  rw [(hasDerivAt_fermi β μ e).deriv, polarization_eq_integral]
  -- the integrand no longer depends on imaginary time
  simp only [h₀, zero_mul, Complex.exp_zero, mul_one, intervalIntegral.integral_const,
    sub_zero, Complex.real_smul]
  push_cast
  ring
```

**Q.** What changes if the other level runs backward in time?

**A.** Only the sign of the frequency. Exchanging the levels and replacing $k$ by $-k$ changes the sign of both $f_1-f_2$ and $z$, so the quotient is unchanged. If $z=0$, the levels are equal and $k=0$, so the exchange does nothing. The proof splits into these two cases.

```lean
/-- Exchanging the two levels and reversing the frequency leaves the polarization
unchanged. -/
theorem polarization_swap {β : ℝ} (hβ : 0 < β) (μ e₁ e₂ : ℝ) (k : ℤ) :
    polarization β μ e₂ e₁ (-k) = polarization β μ e₁ e₂ k := by
  by_cases h : (e₁ : ℂ) - e₂ + Complex.I * (matsubara β k : ℂ) = 0
  · obtain ⟨rfl, rfl⟩ := (denominator_eq_zero_iff hβ e₁ e₂ k).mp h
    rw [neg_zero]
  · have hc : (e₂ : ℂ) - e₁ + Complex.I * (matsubara β (-k) : ℂ)
        = -((e₁ : ℂ) - e₂ + Complex.I * (matsubara β k : ℂ)) := by
      unfold matsubara
      push_cast
      ring
    have h' : (e₂ : ℂ) - e₁ + Complex.I * (matsubara β (-k) : ℂ) ≠ 0 := by
      rw [hc]
      exact neg_ne_zero.mpr h
    rw [polarization_eq hβ h', polarization_eq hβ h, hc, div_neg, ← neg_div]
    congr 1
    ring

end

end MatsubaraBubble
```

```lean
#print axioms MatsubaraBubble.polarization_self_of_ne_zero
#print axioms MatsubaraBubble.polarization_self_zero
#print axioms MatsubaraBubble.polarization_swap
```

```
'MatsubaraBubble.polarization_self_of_ne_zero' depends on axioms: [propext, Classical.choice, Quot.sound]
'MatsubaraBubble.polarization_self_zero' depends on axioms: [propext, Classical.choice, Quot.sound]
'MatsubaraBubble.polarization_swap' depends on axioms: [propext, Classical.choice, Quot.sound]
```

**Q.** Where would I meet this in an actual calculation?

**A.** In a finite-temperature GW calculation built on independent-particle propagators, the polarization that screens the interaction is a sum of such two-level terms, weighted by matrix elements. A code can loop over pairs of levels and evaluate $(f_1-f_2)/(e_1-e_2+iw)$, with a branch that returns $-\beta f(1-f)$ for equal levels at $w=0$. In a metal, levels near $\mu$ make that branch count.

Nearly equal levels at $w=0$ need care too, because $f_1-f_2$ loses digits by cancellation. Detailed balance gives the equivalent numerator $-f_1(1-f_2)\,(e^{\beta(e_1-e_2)}-1)$, whose last factor an `expm1` routine evaluates accurately. Ordering the pair so that $e_1\le e_2$ avoids overflow.

**Q.** What would I still have to supply for a real solid?

**A.** The sum over bands and momenta, the matrix elements, the spin factor, and the determination of $\mu$ from the particle number. The theorems treat one pair of levels with a common, given $\mu$. Temperature stays finite as well: the limit $\beta\to\infty$, where $-f'$ sharpens into a delta function at the Fermi level, needs an argument of its own.
